# Tau-leaping of A ⇌ B, continued to negative populations, settles at too large a variance, and only if the step is shorter than two relaxation times

A tau-leap of length \(t\) for A ⇌ B draws the numbers of A → B and B → A firings from Poisson distributions, with means fixed by the populations at the start of the step. The draw can consume more molecules than there are, so one must choose what a leap does once the number \(x\) of A molecules has left \([0,N]\). Here the Poisson formula is simply continued to negative means. Its weights then alternate in sign, so from the second leap on the "averages" may be signed sums. Simulation codes that clip or reject negative populations have different moments, and carrying the result over to them is a separate step.

In Lean 4 with Mathlib:

```lean
import Mathlib

open Filter Topology

namespace TauLeaping

noncomputable section
```

## One leap and the variance it produces

The weight of \(k\) firings with mean \(r\) is \(P_r(k)=e^{-r}r^k/k!\).

```lean
/-- The Poisson weight `e^(-r) r^k / k!` of `k` firings with mean `r`; for negative `r` it is
continued by the same formula. -/
def poissonWeight (r : ℝ) (k : ℕ) : ℝ := Real.exp (-r) * r ^ k / k.factorial
```

Let \(a\) and \(b\) be the rate constants per molecule for A → B and B → A (not propensities, for which \(a\) is often used), and let \(s=a+b\), so that the relaxation time is \(1/s\). The step, usually written \(\tau\), is \(t\). A leap takes \(x\) to \(x-k+l\), where \(k\) and \(l\) have means \(\mu=axt\) and \(\nu=b(N-x)t\). `leap` averages an observable \(f\) over both; \(x\) is a real number.

```lean
/-- One tau-leap of length `t` for A ⇌ B: the average of the observable `f` after the leap, when
`x` of the `N` molecules are A before it. Here `k` molecules react A → B and `l` react B → A, with
Poisson weights of means `a x t` and `b (N - x) t`. -/
def leap (a b t : ℝ) (N : ℕ) (f : ℝ → ℝ) (x : ℝ) : ℝ :=
  ∑' k : ℕ, poissonWeight (a * x * t) k *
    ∑' l : ℕ, poissonWeight (b * (N - x) * t) l * f (x - k + l)
```

Iterating this operator on \(f\) and evaluating at the equilibrium mean \(x^*=bN/s\) gives the average after \(n\) leaps from that sharp starting value.

```lean
/-- The average of `f` after `n` leaps started at the equilibrium mean `b N / (a + b)`, for
`a + b ≠ 0`. -/
def expect (a b t : ℝ) (N n : ℕ) (f : ℝ → ℝ) : ℝ :=
  ((leap a b t N)^[n] f) (b * N / (a + b))
```

The variance is \(V_n=\langle x^2\rangle_n-\langle x\rangle_n^2\).

```lean
/-- The variance of the number of A molecules after `n` leaps, for `a + b ≠ 0`. -/
def leapVariance (a b t : ℝ) (N n : ℕ) : ℝ :=
  expect a b t N n (fun y => y ^ 2) - (expect a b t N n (fun y => y)) ^ 2
```

The reference is the binomial distribution of \(N\) independent molecules, each A with probability \(p\). Its variance is written as a sum about the mean \(Np\).

```lean
/-- The binomial probability that `k` of `N` independent molecules are A, each with
probability `p`. -/
def binomialWeight (N : ℕ) (p : ℝ) (k : ℕ) : ℝ := N.choose k * p ^ k * (1 - p) ^ (N - k)

/-- The variance of the binomial distribution, as a sum over its outcomes. -/
def binomialVariance (N : ℕ) (p : ℝ) : ℝ :=
  ∑ k ∈ Finset.range (N + 1), (N * p - k) ^ 2 * binomialWeight N p k
```

## Moments of a leap

The term \(k=0\) vanishes, and \(k\,r^k/k!=r\,r^{k-1}/(k-1)!\) for \(k\ge1\), so shifting the index gives
\[
\sum_k P_r(k)\,k\,g(k)=r\sum_k P_r(k)\,g(k+1).
\]

```lean
/-- In a Poisson average a factor `k` can be traded for the mean `r` and a shift of `k` by one,
provided the shifted series converges. -/
theorem poisson_shift (r S : ℝ) (g : ℕ → ℝ)
    (h : HasSum (fun k : ℕ => poissonWeight r k * g (k + 1)) S) :
    HasSum (fun k : ℕ => poissonWeight r k * (k * g k)) (r * S) := by
  have e (k : ℕ) : r * (poissonWeight r k * g (k + 1)) =
      poissonWeight r (k + 1) * (((k + 1 : ℕ) : ℝ) * g (k + 1)) := by
    have hk : (k : ℝ) + 1 ≠ 0 := by positivity
    simp only [poissonWeight, Nat.factorial_succ]
    push_cast
    simp only [div_eq_mul_inv, mul_inv]
    linear_combination -(Real.exp (-r) * r ^ (k + 1) / k.factorial * g (k + 1)) *
      mul_inv_cancel₀ hk
  have h' := h.mul_left r
  simp only [e] at h'
  -- the term k = 0 vanishes
  rw [← hasSum_nat_add_iff' 1]
  simpa using h'
```

The exponential series gives \(\langle1\rangle=1\). Then \(g=1\) gives \(\langle k\rangle=r\), and \(g(k)=k\) gives \(\langle k^2\rangle=r\langle k+1\rangle=r^2+r\). `HasSum` states convergence together with the value.

```lean
/-- The Poisson average of a quadratic function of the number of firings: the mean is `r` and the
second moment is `r^2 + r`. -/
theorem poisson_quadratic (r c₀ c₁ c₂ : ℝ) :
    HasSum (fun k : ℕ => poissonWeight r k * (c₀ + c₁ * k + c₂ * (k : ℝ) ^ 2))
      (c₀ + c₁ * r + c₂ * (r ^ 2 + r)) := by
  -- normalisation
  have h0 : HasSum (fun k : ℕ => poissonWeight r k * 1) 1 := by
    have h := (NormedSpace.expSeries_div_hasSum_exp r).mul_left (Real.exp (-r))
    rw [← Real.exp_eq_exp_ℝ, ← Real.exp_add, neg_add_cancel, Real.exp_zero] at h
    have e : (fun k : ℕ => poissonWeight r k * 1) =
        fun k : ℕ => Real.exp (-r) * (r ^ k / k.factorial) := by
      funext k
      simp only [poissonWeight]
      ring
    rw [e]
    exact h
  -- first and second moments by the shift
  have h1 := poisson_shift r 1 (fun _ => 1) h0
  have h2 := poisson_shift r (r * 1 + 1) (fun k => (k : ℝ)) (by
    convert h1.add h0 using 1
    funext k
    push_cast
    ring)
  have e : (fun k : ℕ => poissonWeight r k * (c₀ + c₁ * k + c₂ * (k : ℝ) ^ 2)) =
      fun k : ℕ => c₀ * (poissonWeight r k * 1) + c₁ * (poissonWeight r k * (k * 1)) +
        c₂ * (poissonWeight r k * (k * k)) := by
    funext k
    ring
  have v : c₀ + c₁ * r + c₂ * (r ^ 2 + r) =
      c₀ * 1 + c₁ * (r * 1) + c₂ * (r * (r * 1 + 1)) := by ring
  rw [e, v]
  exact ((h0.mul_left c₀).add (h1.mul_left c₁)).add (h2.mul_left c₂)
```

With independent firings, \(y=x-k+l\) has
\[
\langle y\rangle=x-\mu+\nu,\qquad \langle y^2\rangle=\langle y\rangle^2+\mu+\nu .
\]
The noise terms add. Using the net rate for the noise as well as for the drift would wrongly give no fluctuations at equilibrium. The code sums over \(l\) first, then over \(k\).

```lean
/-- The average of a quadratic observable after one leap from `x`: the new mean is `x` plus the net
rate of gain of A times `t`, and the new second moment is the square of the new mean plus the total
reaction rate times `t`. -/
theorem leap_quadratic (a b t : ℝ) (N : ℕ) (c₀ c₁ c₂ x : ℝ) :
    leap a b t N (fun y => c₀ + c₁ * y + c₂ * y ^ 2) x =
      c₀ + c₁ * (x + (b * (N - x) - a * x) * t) +
        c₂ * ((x + (b * (N - x) - a * x) * t) ^ 2 + (a * x + b * (N - x)) * t) := by
  unfold leap
  generalize hν : b * ((N : ℝ) - x) * t = ν
  -- average over the B → A firings, then over the A → B firings
  have inner (k : ℕ) : ∑' l : ℕ, poissonWeight ν l *
      (c₀ + c₁ * (x - k + l) + c₂ * (x - k + l) ^ 2) =
      (c₀ + c₁ * x + c₂ * x ^ 2 + (c₁ + 2 * c₂ * x) * ν + c₂ * (ν ^ 2 + ν)) +
        (-(c₁ + 2 * c₂ * x) - 2 * c₂ * ν) * k + c₂ * (k : ℝ) ^ 2 := by
    have h := (poisson_quadratic ν (c₀ + c₁ * (x - k) + c₂ * (x - k) ^ 2)
      (c₁ + 2 * c₂ * (x - k)) c₂).tsum_eq
    calc _ = _ := tsum_congr (fun l => by ring)
      _ = _ := h
      _ = _ := by ring
  simp only [inner]
  rw [(poisson_quadratic _ _ _ _).tsum_eq, ← hν]
  ring
```

## From one leap to many

The mean obeys \(\langle y\rangle-x^*=(1-st)(x-x^*)\), so it stays at \(x^*\). On average a leap multiplies a deviation from \(x^*\) by \(1-st\), and the variance of the added noise averages to
\[
\bigl(ax^*+b(N-x^*)\bigr)t=\frac{2abNt}{s}.
\]
Hence, with \(q=(1-st)^2\),
\[
V_n=\frac{2abNt}{s}\sum_{i=0}^{n-1}q^i .
\]
The induction applies `leap` to the observable first. This turns \(y^2\) into a general quadratic, so the induction hypothesis is kept for all coefficients \(c_0,c_1,c_2\).

```lean
/-- For `a + b ≠ 0` the mean stays at `b N / (a + b)` after any number of leaps, and the variance
is a geometric sum. -/
theorem expect_quadratic {a b : ℝ} (hs : a + b ≠ 0) (t : ℝ) (N n : ℕ) (c₀ c₁ c₂ : ℝ) :
    expect a b t N n (fun y => c₀ + c₁ * y + c₂ * y ^ 2) =
      c₀ + c₁ * (b * N / (a + b)) + c₂ * ((b * N / (a + b)) ^ 2 +
        2 * a * b * N * t / (a + b) *
          ∑ i ∈ Finset.range n, ((1 - (a + b) * t) ^ 2) ^ i) := by
  induction n generalizing c₀ c₁ c₂ with
  | zero => simp [expect]
  | succ n ih =>
    unfold expect at ih ⊢
    have hT : leap a b t N (fun y => c₀ + c₁ * y + c₂ * y ^ 2) = fun y =>
        (c₀ + c₁ * (b * N * t) + c₂ * ((b * N * t) ^ 2 + b * N * t)) +
        (c₁ * (1 - (a + b) * t) +
          c₂ * (2 * (1 - (a + b) * t) * (b * N * t) + (a - b) * t)) * y +
        (c₂ * (1 - (a + b) * t) ^ 2) * y ^ 2 := by
      funext x
      rw [leap_quadratic]
      ring
    rw [Function.iterate_succ_apply, hT, ih, geom_sum_succ]
    generalize ∑ i ∈ Finset.range n, ((1 - (a + b) * t) ^ 2) ^ i = G
    field_simp
    ring
```

Choosing the observables \(y\) and \(y^2\) isolates the variance.

```lean
/-- The variance after `n` leaps as a geometric sum, for `a + b ≠ 0`. -/
theorem leapVariance_eq {a b : ℝ} (hs : a + b ≠ 0) (t : ℝ) (N n : ℕ) :
    leapVariance a b t N n = 2 * a * b * N * t / (a + b) *
      ∑ i ∈ Finset.range n, ((1 - (a + b) * t) ^ 2) ^ i := by
  have h1 := expect_quadratic hs t N n 0 1 0
  have h2 := expect_quadratic hs t N n 0 0 1
  simp only [zero_add, zero_mul, one_mul, add_zero] at h1 h2
  rw [leapVariance, h1, h2]
  ring
```

Splitting off the first term of the sum gives \(V_0=0\) and \(V_{n+1}=qV_n+2abNt/s\).

```lean
/-- The variance starts at zero; each leap multiplies it by `(1 - s t)^2` and adds
`2 a b N t / s`, where `s = a + b ≠ 0`. -/
theorem leapVariance_recursion {a b : ℝ} (hs : a + b ≠ 0) (t : ℝ) (N : ℕ) :
    leapVariance a b t N 0 = 0 ∧ ∀ n, leapVariance a b t N (n + 1) =
      (1 - (a + b) * t) ^ 2 * leapVariance a b t N n + 2 * a * b * N * t / (a + b) := by
  refine ⟨by simp [leapVariance_eq hs], fun n => ?_⟩
  rw [leapVariance_eq hs, leapVariance_eq hs, geom_sum_succ]
  ring
```

## The exact variance

For \(p=b/s\) we have \(ap=b(1-p)\). Together with \((k+1)\binom{N}{k+1}=(N-k)\binom Nk\), this balances the exact jump rates between \(k\) and \(k+1\), which identifies the binomial distribution as the equilibrium one.

```lean
/-- The binomial distribution with `p = b / (a + b)`, `a + b ≠ 0`, is in detailed balance under the
exact jump rates `a (k + 1)` from `k + 1` to `k` and `b (N - k)` from `k` to `k + 1`. -/
theorem binomial_detailed_balance {a b : ℝ} (hs : a + b ≠ 0) {N k : ℕ} (hk : k < N) :
    a * (k + 1) * binomialWeight N (b / (a + b)) (k + 1) =
      b * (N - k) * binomialWeight N (b / (a + b)) k := by
  obtain ⟨m, rfl⟩ := Nat.exists_eq_add_of_lt hk
  have hp : a * (b / (a + b)) = b * (1 - b / (a + b)) := by
    linear_combination div_mul_cancel₀ b hs
  have e1 : k + m + 1 - (k + 1) = m := by omega
  have e2 : k + m + 1 - k = m + 1 := by omega
  have hN : ((k + m + 1 : ℕ) : ℝ) = k + m + 1 := by push_cast; ring
  have hc : ((k + m + 1).choose (k + 1) : ℝ) * (k + 1) =
      (k + m + 1).choose k * (m + 1) := by
    have h := Nat.choose_succ_right_eq (k + m + 1) k
    rw [e2] at h
    exact_mod_cast h
  unfold binomialWeight
  rw [e1, e2, hN]
  generalize b / (a + b) = p at hp ⊢
  linear_combination a * p ^ (k + 1) * (1 - p) ^ m * hc +
    (k + m + 1).choose k * (m + 1) * p ^ k * (1 - p) ^ m * hp
```

One molecule contributes variance \(p-p^2\), and independent variances add, so the total is \(Np(1-p)=Nab/s^2\). The code obtains this from Mathlib's variance identity for Bernstein polynomials.

```lean
/-- The binomial distribution with `p = b / (a + b)`, `a + b ≠ 0`, has variance
`N a b / (a + b)^2`. -/
theorem binomialVariance_eq {a b : ℝ} (hs : a + b ≠ 0) (N : ℕ) :
    binomialVariance N (b / (a + b)) = N * a * b / (a + b) ^ 2 := by
  have h (p : ℝ) : binomialVariance N p = N * p * (1 - p) := by
    have h := congrArg (Polynomial.eval p) (bernsteinPolynomial.variance ℝ N)
    simpa [Polynomial.eval_finsetSum, bernsteinPolynomial, binomialVariance,
      binomialWeight] using h
  rw [h]
  field_simp
  ring
```

## Threshold and excess

Let \(a,b,t,N>0\). If \(st<2\), then \(q<1\) and \(1-q=st(2-st)\), so
\[
V_n\to\frac{2abNt}{s}\,\frac1{st(2-st)}=\frac{Nab}{s^2}\,\frac{2}{2-st}.
\]
The last factor exceeds 1 because \(0<2-st<2\). If \(st\ge2\), then \(q\ge1\) and \(V_{n+1}-V_n=(2abNt/s)\,q^n\ge 2abNt/s>0\), whereas convergence would force these differences to zero.

The theorem states this as an equivalence: some real limit `v` exists exactly when `(a + b) * t < 2`. It then gives the limit and the strict inequality.

```lean
/-- For positive rates, step and number of molecules, the tau-leaping variance converges exactly
when `(a + b) t < 2`. Its limit is then the binomial variance times `2 / (2 - (a + b) t)`, which is
larger than the binomial variance. -/
theorem tauLeap_variance {a b t : ℝ} {N : ℕ} (ha : 0 < a) (hb : 0 < b) (ht : 0 < t)
    (hN : 0 < N) :
    ((∃ v, Tendsto (leapVariance a b t N) atTop (𝓝 v)) ↔ (a + b) * t < 2) ∧
    ((a + b) * t < 2 →
      Tendsto (leapVariance a b t N) atTop
        (𝓝 (binomialVariance N (b / (a + b)) * (2 / (2 - (a + b) * t)))) ∧
      binomialVariance N (b / (a + b)) <
        binomialVariance N (b / (a + b)) * (2 / (2 - (a + b) * t))) := by
  have hs : 0 < a + b := by positivity
  have hst : 0 < (a + b) * t := by positivity
  have hN' : (0 : ℝ) < N := by exact_mod_cast hN
  -- below the threshold the geometric series converges
  have lim (h : (a + b) * t < 2) : Tendsto (leapVariance a b t N) atTop
      (𝓝 (binomialVariance N (b / (a + b)) * (2 / (2 - (a + b) * t)))) := by
    have hq : (1 - (a + b) * t) ^ 2 < 1 := by nlinarith
    have hd : 2 - (a + b) * t ≠ 0 := by linarith
    have hg := ((hasSum_geometric_of_lt_one (sq_nonneg _) hq).tendsto_sum_nat).const_mul
      (2 * a * b * N * t / (a + b))
    have e : 1 - (1 - (a + b) * t) ^ 2 = (a + b) * t * (2 - (a + b) * t) := by ring
    have hv : 2 * a * b * N * t / (a + b) * (1 - (1 - (a + b) * t) ^ 2)⁻¹ =
        binomialVariance N (b / (a + b)) * (2 / (2 - (a + b) * t)) := by
      rw [binomialVariance_eq hs.ne', e]
      generalize 2 - (a + b) * t = d at hd ⊢
      field_simp
    rw [hv] at hg
    exact hg.congr (fun n => (leapVariance_eq hs.ne' t N n).symm)
  refine ⟨⟨?_, fun h => ⟨_, lim h⟩⟩, fun h => ⟨lim h, ?_⟩⟩
  · -- at or above the threshold every leap adds at least a fixed amount
    rintro ⟨v, hv⟩
    by_contra hge
    have hq : 1 ≤ (1 - (a + b) * t) ^ 2 := by nlinarith [not_lt.mp hge]
    have hc : 0 < 2 * a * b * N * t / (a + b) := by positivity
    have hdiff := (hv.comp (tendsto_add_atTop_nat 1)).sub hv
    have hle : 2 * a * b * N * t / (a + b) ≤ v - v := by
      refine ge_of_tendsto' hdiff (fun n => ?_)
      change _ ≤ leapVariance a b t N (n + 1) - leapVariance a b t N n
      rw [leapVariance_eq hs.ne', leapVariance_eq hs.ne', Finset.sum_range_succ]
      nlinarith [mul_le_mul_of_nonneg_left (one_le_pow₀ hq (n := n)) hc.le]
    linarith
  · have hpos : 0 < binomialVariance N (b / (a + b)) := by
      rw [binomialVariance_eq hs.ne']
      positivity
    have hd : 0 < 2 - (a + b) * t := by linarith
    have h1 : 1 < 2 / (2 - (a + b) * t) := by
      rw [lt_div_iff₀ hd]
      linarith
    nlinarith [mul_pos hpos (sub_pos.mpr h1)]

end

end TauLeaping
```

At \(st=1\) we have \(q=0\), and the variance is twice the binomial value from the first leap on, even for \(N=1\). As \(t\to0\) the factor tends to 1. In this continued model, \(st=0.1\) makes the long-run variance about 5% too large, although the mean is exact. A simulation cannot draw from the Poisson formula at a negative mean; for it the figure is an estimate, reasonable when excursions outside \([0,N]\) are rare, which is not proved here.

```lean
#print axioms TauLeaping.leapVariance_recursion
#print axioms TauLeaping.binomial_detailed_balance
#print axioms TauLeaping.tauLeap_variance
```

```
'TauLeaping.leapVariance_recursion' depends on axioms: [propext, Classical.choice, Quot.sound]
'TauLeaping.binomial_detailed_balance' depends on axioms: [propext, Classical.choice, Quot.sound]
'TauLeaping.tauLeap_variance' depends on axioms: [propext, Classical.choice, Quot.sound]
```
